# The Two-Endpoint Trapezoid Estimate in Thermodynamic Integration Can Lie Above or Below the Free-Energy Difference

A perturbation $V$ is switched on linearly in a simulated system, as $lV$ with the coupling $l$ running from 0 to 1, and the average of $V$ is measured at two couplings only: with the perturbation absent and with it fully present. In thermal equilibrium at a fixed temperature the average cannot rise as the coupling grows, because the system moves away from states that the perturbation penalises. The average at zero coupling is therefore an upper bound on the free-energy difference, and the average at full coupling is a lower bound. Does their mean, which is the trapezoid estimate, also err in a known direction? A system with two states is enough to show that it does not.

## The sign is decided by comparing $g$ with $e^{u/2}$

Let the two states have weights $1$ and $g>0$ in the unperturbed system, and let the fully coupled perturbation add the energies $0$ and $u>0$ to them. The difference $u$ is called the gap; it is a difference in $V$, not in the total energies of the two states. All energies are in units of $kT$. The weight $g$ may contain a degeneracy ratio, a Boltzmann factor of the unperturbed energies, or both. At coupling $l$ the partition function, the free energy and the average perturbation are

$$Z(l)=1+g\,e^{-lu},\qquad F(l)=-\log Z(l),\qquad \langle V\rangle_l=\frac{u\,g\,e^{-lu}}{Z(l)}.$$

Write $\Delta F=F(1)-F(0)$ for the free-energy difference and $T=\tfrac12(\langle V\rangle_0+\langle V\rangle_1)$ for the trapezoid estimate. (Outside the unit $kT$, the letter $T$ always means this estimate and not the temperature.) Then

- $T>\Delta F$ exactly when $g<e^{u/2}$;
- $T=\Delta F$ exactly when $g=e^{u/2}$;
- $T<\Delta F$ exactly when $g>e^{u/2}$.

For $u=1$ the threshold is $\sqrt e$. The estimate is then too high for every $g\le 1$, exact at $g=\sqrt e$, and too low for every $g\ge e$.

## When the estimate is reported as a bound

A thermodynamic integration code collects averages at a set of couplings and passes them to a quadrature rule. With only the two end couplings and the trapezoid rule, the result is $T$. If the code or its user then reports $T$ as an upper bound, or as a lower bound, the report relies on a fixed sign of the quadrature error. The two-state model, with exact averages and a single interval, shows that positivity of the weights and of the gap does not supply that sign.

The model also gives reference values for a quadrature routine. At $u=1$, rounded to four decimals:

| $g$ | $T$ | $\Delta F$ |
|---|---|---|
| $1$ | 0.3845 | 0.3799 |
| $\sqrt e$ | 0.5000 | 0.5000 |
| $e$ | 0.6155 | 0.6201 |

The middle row is a case where agreement says nothing about the general accuracy of the rule, since the error vanishes there at a finite gap.

## From the free-energy slope to the sign of the error

Differentiating $F$ gives

$$F'(l)=-\frac{Z'(l)}{Z(l)}=\frac{u\,g\,e^{-lu}}{1+g\,e^{-lu}}=\langle V\rangle_l,$$

and integrating over the coupling gives the identity behind the method,

$$\int_0^1\langle V\rangle_l\,dl=F(1)-F(0)=\Delta F.$$

The error of the estimate can be written out in full:

$$T-\Delta F=\frac u2\left(\frac{g}{1+g}+\frac{g e^{-u}}{1+g e^{-u}}\right)-\log(1+g)+\log(1+g e^{-u}).$$

Its sign is easier to read in variables centred on half coupling. Let $t=u/2$, and let $w=g\,e^{-u/2}$ be the relative weight of the second state at $l=\tfrac12$. With $a=w e^{t}$ and $b=w e^{-t}$ we have $a=g$ and $b=g e^{-u}$, so the error becomes

$$E(w,t)=t\left(\frac{a}{1+a}+\frac{b}{1+b}\right)-\log(1+a)+\log(1+b).$$

Now hold $w$ fixed and vary $t$. At $t=0$ we have $a=b$, and hence $E(w,0)=0$. Since $da/dt=a$ and $db/dt=-b$, the derivative is

$$\frac{\partial E}{\partial t}=\frac{a}{1+a}+\frac{b}{1+b}+t\left(\frac{a}{(1+a)^2}-\frac{b}{(1+b)^2}\right)-\frac{a}{1+a}-\frac{b}{1+b}.$$

The terms without the factor $t$ cancel. For the rest, $a(1+b)^2-b(1+a)^2=(a-b)(1-ab)$, and $ab=w^2$ does not depend on $t$. Therefore

$$\frac{\partial E}{\partial t}=\frac{t\,(a-b)(1-w^2)}{(1+a)^2(1+b)^2}.$$

For $t>0$ the mean value theorem supplies a point $c$ with $0<c<t$ at which $E(w,t)=t\,\partial_tE(w,c)$. Writing $a_c=we^{c}$ and $b_c=we^{-c}$, this is

$$E(w,t)=K(1-w^2),\qquad K=\frac{t\,c\,(a_c-b_c)}{(1+a_c)^2(1+b_c)^2}>0.$$

It remains to return to $g$. Since $1-w^2=(1+w)(1-w)$ and $1-w=e^{-u/2}(e^{u/2}-g)$,

$$T-\Delta F=L\,(e^{u/2}-g),\qquad L=K(1+w)\,e^{-u/2}>0.$$

The factor $L$ depends on $g$ and $u$ but is always positive, so the error has the sign of $e^{u/2}-g$. The three equivalences follow. For $u=1$, $g\le1$ implies $g<\sqrt e$, and $g\ge e$ implies $g>\sqrt e$.

## The limit of a small gap

At $u=0$ both $T$ and $\Delta F$ are zero for every $g$, so the equivalences fail there for $g\neq1$. For $u<0$ the two strict comparisons are reversed: $T>\Delta F$ exactly when $g>e^{u/2}$. The hypothesis $u>0$ excludes both cases. As $u\to0$ the threshold $e^{u/2}$ tends to $1$. Expanding the derivative above for small $t$ and integrating gives, at fixed $g\neq1$,

$$T-\Delta F\approx\frac{u^3\,g(1-g)}{12\,(1+g)^3}.$$

The error is thus of third order in the gap, and both signs survive however weak the perturbation is. At $g=1$ the third-order term vanishes and the leading error is $u^4/192$, which is positive, in agreement with $1<e^{u/2}$.

## The complete Lean file

```lean
import Mathlib

open Real

namespace TrapezoidThermodynamicIntegration

noncomputable section

/-- Partition function at coupling `l` of two states with weights `1` and `g` and
perturbation energies `0` and `u`, in units of `kT`. -/
def partition (g u l : ℝ) : ℝ := 1 + g * exp (-(l * u))

/-- Free energy at coupling `l`, in units of `kT`. -/
def freeEnergy (g u l : ℝ) : ℝ := -log (partition g u l)

/-- Boltzmann average of the perturbation at coupling `l`. -/
def meanV (g u l : ℝ) : ℝ := u * (g * exp (-(l * u))) / partition g u l

/-- Free-energy difference between full coupling and no coupling. -/
def deltaF (g u : ℝ) : ℝ := freeEnergy g u 1 - freeEnergy g u 0

/-- Trapezoid estimate of the free-energy difference from the two endpoint averages. -/
def trapezoid (g u : ℝ) : ℝ := (meanV g u 0 + meanV g u 1) / 2

/-- The trapezoid error written with the relative weight `w` of the upper state at half coupling and
with `t`, which is half the energy gap. -/
def midpointError (w t : ℝ) : ℝ :=
  t * (w * exp t / (1 + w * exp t) + w * exp (-t) / (1 + w * exp (-t)))
    - (log (1 + w * exp t) - log (1 + w * exp (-t)))

/-- The slope of the free energy along the coupling is the average perturbation. -/
theorem hasDerivAt_freeEnergy {g : ℝ} (hg : 0 < g) (u l : ℝ) :
    HasDerivAt (freeEnergy g u) (meanV g u l) l := by
  have hne : 1 + g * exp (-(l * u)) ≠ 0 := by positivity
  have h := ((((hasDerivAt_id' l).mul_const u).fun_neg).exp.const_mul g).const_add 1
  have h2 := (h.log hne).fun_neg
  exact h2.congr_deriv (by unfold meanV partition; ring)

/-- Thermodynamic integration: the average perturbation integrated over the coupling is
the free-energy difference. -/
theorem integral_meanV {g : ℝ} (hg : 0 < g) (u : ℝ) :
    ∫ l in (0 : ℝ)..1, meanV g u l = deltaF g u := by
  have hc : Continuous (fun l : ℝ =>
      u * (g * exp (-(l * u))) / (1 + g * exp (-(l * u)))) :=
    Continuous.div (by fun_prop) (by fun_prop) (fun l => by positivity)
  have hc' : Continuous (meanV g u) := hc
  exact intervalIntegral.integral_eq_sub_of_hasDerivAt
    (fun l _ => hasDerivAt_freeEnergy hg u l) (hc'.intervalIntegrable 0 1)

/-- Derivative of the trapezoid error with respect to half the gap, at fixed positive midpoint
weight. -/
theorem hasDerivAt_midpointError {w : ℝ} (hw : 0 < w) (t : ℝ) :
    HasDerivAt (midpointError w)
      (t * (w * exp t / (1 + w * exp t) ^ 2
        - w * exp (-t) / (1 + w * exp (-t)) ^ 2)) t := by
  have ha : 1 + w * exp t ≠ 0 := by positivity
  have hb : 1 + w * exp (-t) ≠ 0 := by positivity
  have h1 : HasDerivAt (fun s => w * exp s) (w * exp t) t :=
    (Real.hasDerivAt_exp t).const_mul w
  have h2 : HasDerivAt (fun s => w * exp (-s)) (-(w * exp (-t))) t :=
    ((hasDerivAt_id' t).fun_neg.exp.const_mul w).congr_deriv (by ring)
  have h3 := h1.const_add 1
  have h4 := h2.const_add 1
  have h := ((hasDerivAt_id' t).fun_mul ((h1.fun_div h3 ha).fun_add
    (h2.fun_div h4 hb))).fun_sub ((h3.log ha).fun_sub (h4.log hb))
  refine HasDerivAt.congr_deriv h ?_
  generalize w * exp t = a at *
  generalize w * exp (-t) = b at *
  field_simp
  ring

/-- For a positive gap and `w > 0`, the trapezoid error is a positive multiple of `1 - w ^ 2`, with
`w` the relative weight of the upper state at half coupling. -/
theorem midpointError_factor {w t : ℝ} (hw : 0 < w) (ht : 0 < t) :
    ∃ K : ℝ, 0 < K ∧ midpointError w t = K * (1 - w ^ 2) := by
  -- the error vanishes at zero gap, so the mean value theorem gives its sign
  obtain ⟨c, hc, h⟩ := exists_hasDerivAt_eq_slope (midpointError w)
    (fun s => s * (w * exp s / (1 + w * exp s) ^ 2
      - w * exp (-s) / (1 + w * exp (-s)) ^ 2)) ht
    (fun x _ => (hasDerivAt_midpointError hw x).continuousAt.continuousWithinAt)
    (fun x _ => hasDerivAt_midpointError hw x)
  have h0 : midpointError w 0 = 0 := by simp [midpointError]
  rw [h0, sub_zero, sub_zero, eq_div_iff ht.ne'] at h
  have hc0 : 0 < c := hc.1
  have hab : w * exp c * (w * exp (-c)) = w ^ 2 := by
    have he : exp c * exp (-c) = 1 := by rw [← Real.exp_add, add_neg_cancel, Real.exp_zero]
    linear_combination w ^ 2 * he
  have hlt : w * exp (-c) < w * exp c :=
    mul_lt_mul_of_pos_left (Real.exp_lt_exp.mpr (by linarith)) hw
  have ha : 0 < w * exp c := by positivity
  have hb : 0 < w * exp (-c) := by positivity
  rw [← h, ← hab]
  generalize w * exp c = a at *
  generalize w * exp (-c) = b at *
  have hd : 0 < a - b := sub_pos.mpr hlt
  refine ⟨t * c * (a - b) / ((1 + a) ^ 2 * (1 + b) ^ 2), by positivity, ?_⟩
  have ha' : 1 + a ≠ 0 := by positivity
  have hb' : 1 + b ≠ 0 := by positivity
  field_simp
  ring

/-- The trapezoid estimate minus the free-energy difference, in midpoint variables. -/
theorem trapezoid_sub_deltaF (g u : ℝ) :
    trapezoid g u - deltaF g u = midpointError (g * exp (-(u / 2))) (u / 2) := by
  have h1 : g * exp (-(u / 2)) * exp (u / 2) = g := by
    rw [mul_assoc, ← Real.exp_add, neg_add_cancel, Real.exp_zero, mul_one]
  have h2 : g * exp (-(u / 2)) * exp (-(u / 2)) = g * exp (-u) := by
    rw [mul_assoc, ← Real.exp_add]
    congr 2
    ring
  unfold midpointError
  rw [h1, h2]
  simp only [trapezoid, deltaF, freeEnergy, meanV, partition, zero_mul, neg_zero,
    Real.exp_zero, mul_one, one_mul]
  ring

/-- For a positive gap `u`, the trapezoid estimate lies above, on or below the free-energy
difference exactly when the positive weight `g` is below, at or above `exp (u / 2)`. -/
theorem trapezoid_compare {g u : ℝ} (hg : 0 < g) (hu : 0 < u) :
    (deltaF g u < trapezoid g u ↔ g < exp (u / 2)) ∧
    (trapezoid g u = deltaF g u ↔ g = exp (u / 2)) ∧
    (trapezoid g u < deltaF g u ↔ exp (u / 2) < g) := by
  obtain ⟨K, hK, hE⟩ := midpointError_factor
    (w := g * exp (-(u / 2))) (t := u / 2) (by positivity) (by positivity)
  rw [← trapezoid_sub_deltaF] at hE
  have he : exp (-(u / 2)) * exp (u / 2) = 1 := by
    rw [← Real.exp_add, neg_add_cancel, Real.exp_zero]
  -- the error is a positive multiple of the signed difference `exp (u / 2) - g`
  obtain ⟨L, hL, hD⟩ : ∃ L : ℝ, 0 < L ∧
      trapezoid g u - deltaF g u = L * (exp (u / 2) - g) := by
    refine ⟨K * (1 + g * exp (-(u / 2))) * exp (-(u / 2)), by positivity, ?_⟩
    rw [hE]
    linear_combination (-(K * (1 + g * exp (-(u / 2))))) * he
  refine ⟨⟨fun h => ?_, fun h => ?_⟩, ⟨fun h => ?_, fun h => ?_⟩,
    ⟨fun h => ?_, fun h => ?_⟩⟩
  · by_contra hc
    have := mul_nonneg hL.le (sub_nonneg.mpr (not_lt.mp hc))
    linarith
  · have := mul_pos hL (sub_pos.mpr h)
    linarith
  · have h0 : L * (exp (u / 2) - g) = 0 := by linarith
    rcases mul_eq_zero.mp h0 with h1 | h1 <;> linarith
  · have h0 : L * (exp (u / 2) - g) = 0 := by rw [h, sub_self, mul_zero]
    linarith
  · by_contra hc
    have := mul_nonneg hL.le (sub_nonneg.mpr (not_lt.mp hc))
    linarith
  · have := mul_pos hL (sub_pos.mpr h)
    linarith

/-- With perturbation energies `0` and `1`, the trapezoid estimate exceeds the free-energy
difference for `0 < g ≤ 1`, equals it for `g = √e`, and lies below it for `g ≥ e`. -/
theorem trapezoid_bounds_neither_side :
    (∀ g : ℝ, 0 < g → g ≤ 1 → deltaF g 1 < trapezoid g 1) ∧
    trapezoid (√(exp 1)) 1 = deltaF (√(exp 1)) 1 ∧
    (∀ g : ℝ, exp 1 ≤ g → trapezoid g 1 < deltaF g 1) := by
  refine ⟨fun g hg h1 => ?_, ?_, fun g h => ?_⟩
  · exact (trapezoid_compare hg one_pos).1.mpr
      (lt_of_le_of_lt h1 (Real.one_lt_exp_iff.mpr (by norm_num)))
  · exact (trapezoid_compare (Real.sqrt_pos.mpr (Real.exp_pos 1)) one_pos).2.1.mpr
      (Real.exp_half 1).symm
  · exact (trapezoid_compare (lt_of_lt_of_le (Real.exp_pos 1) h) one_pos).2.2.mpr
      (lt_of_lt_of_le (Real.exp_lt_exp.mpr (by norm_num)) h)

end

end TrapezoidThermodynamicIntegration
```

```lean
#print axioms TrapezoidThermodynamicIntegration.integral_meanV
#print axioms TrapezoidThermodynamicIntegration.trapezoid_compare
#print axioms TrapezoidThermodynamicIntegration.trapezoid_bounds_neither_side
```

```
'TrapezoidThermodynamicIntegration.integral_meanV' depends on axioms: [propext, Classical.choice, Quot.sound]
'TrapezoidThermodynamicIntegration.trapezoid_compare' depends on axioms: [propext, Classical.choice, Quot.sound]
'TrapezoidThermodynamicIntegration.trapezoid_bounds_neither_side' depends on axioms: [propext, Classical.choice, Quot.sound]
```

## Two states, exact averages, one interval

**Statements.** The definitions `partition`, `freeEnergy` and `meanV` are $Z(l)$, $F(l)$ and $\langle V\rangle_l$, with real arguments `g`, `u` and `l` in that order. `deltaF g u` is $\Delta F$ and `trapezoid g u` is $T$. In the docstrings, the upper state is the second state, which the perturbation raises, and the energy gap is $u$. The inverse temperature does not appear because energies are measured in units of $kT$. The definitions accept any real numbers; the physical restrictions enter as hypotheses, `0 < g` for a positive weight and `0 < u` for a perturbation that raises the second state.

The theorem `trapezoid_compare` states the three equivalences for every such `g` and `u`. The theorem `trapezoid_bounds_neither_side` sets `u` to 1 and states the three cases with `g ≤ 1`, `√(exp 1)` and `exp 1 ≤ g`. Its last case needs no separate positivity hypothesis, since a number at least $e$ is positive.

`deltaF` is defined as a difference of free energies, not as an integral. The link to thermodynamic integration is `integral_meanV`, which proves that the integral of `meanV` from 0 to 1 equals `deltaF`. It assumes `0 < g` and holds for every real `u`, including negative gaps.

**Proof.** `hasDerivAt_freeEnergy` is the slope calculation $F'(l)=\langle V\rangle_l$, built with the chain rule; positivity of $Z$ permits the logarithm to be differentiated. `integral_meanV` combines this slope with continuity of the average and applies the fundamental theorem of calculus.

The function `midpointError` is $E(w,t)$. In `hasDerivAt_midpointError` the product, quotient and logarithm rules produce its derivative. The `generalize` steps then replace the two exponential expressions by plain variables $a$ and $b$, so that `field_simp` and `ring` only have to confirm the cancellation as an identity between rational functions.

`midpointError_factor` applies the mean value theorem through `exists_hasDerivAt_eq_slope` and obtains the intermediate point `c`. The facts `hab` and `hlt` record $a_cb_c=w^2$ and $b_c<a_c$. The proof then supplies the same $K$ as in the derivation, shows that it is positive, and checks the factorisation algebraically.

`trapezoid_sub_deltaF` is the change of variables from $(g,u)$ to $(w,t)$. Inside `trapezoid_compare`, the positive factor `L` is constructed from `K`, and each direction of each equivalence follows from the sign of a product. The case $u=1$ then needs only $1<\sqrt e<e$, expressed through the exponential function.

**Scope.** The theorems concern the exact averages of a two-state system and a single trapezoid over the whole coupling range. Statistical noise and incomplete equilibration are absent from the model, and either of them can change the sign of an observed error. The coupling enters linearly, as $lV$; soft-core and other nonlinear paths have a different integrand. The result refutes a general one-sided bound by example, but it does not predict the sign for a molecular system with many states, and no theorem here treats a trapezoid sum over several windows. The size of the error is not bounded either: the proof shows that $L$ is positive and gives no numerical estimate of it.
